# One peak at zero frequency and two half peaks at ±d: imaginary-time data within (βd)²/16

A perfectly sharp spectral peak is not a function of frequency, so we describe a spectrum by a measure \(A\) on the real frequency axis. A peak of unit weight at \(\omega=\omega_0\) is then the Dirac measure \(\delta_{\omega_0}\), and a continuous spectrum is a measure with a density. Both enter the same formula for the imaginary-time Green's function,

\[
G(\tau) = -\int k(\omega)\,dA(\omega), \qquad k(\omega)=\frac{e^{-\tau\omega}}{1+e^{-\beta\omega}}, \qquad 0\le\tau\le\beta .
\]

Here \(\beta\) is the inverse temperature, \(\hbar=1\), \(\omega\) is measured from the chemical potential, and \(k\) is the fermionic kernel at fixed \(\beta\) and \(\tau\). The values at \(\tau=0\) and \(\tau=\beta\) are understood as limits from inside the interval, because the fermionic Green's function jumps there.

We compare two positive spectra of unit weight: the single peak \(\delta_0\), and the pair \(\tfrac12(\delta_d+\delta_{-d})\), which for \(d\neq0\) has no weight at zero frequency. Write \(G_1\) and \(G_2\) for their Green's functions. The claim is that

\[
|G_1(\tau)-G_2(\tau)| \le \frac{(\beta d)^2}{16}\qquad\text{for all } 0\le\tau\le\beta .
\]

For \(\beta d=0.4\) the bound is \(0.01\), while \(G_1(\tau)=-\tfrac12\) at every \(\tau\). When spectra are inferred from noisy imaginary-time simulation data, a splitting that is small compared with the temperature can therefore be hidden by modest errors, at least for these idealised spectra placed symmetrically about zero.

## The effect of splitting the peak

Since \(G_1=-k(0)\) and \(G_2=-\tfrac12(k(d)+k(-d))\), the quantity to study is

\[
D = G_2(\tau)-G_1(\tau) = k(0)-\tfrac12\bigl(k(d)+k(-d)\bigr).
\]

**An exact identity.** Put \(p=\tau d/2\), \(q=(\beta-\tau)d/2\), \(a=e^{p}\) and \(b=e^{q}\), so that \(ab=e^{\beta d/2}\). Then

\[
k(0)=\frac12,\qquad k(d)=\frac{a^{-2}}{1+(ab)^{-2}}=\frac{b^2}{1+a^2b^2},\qquad k(-d)=\frac{a^2}{1+a^2b^2}.
\]

Hence

\[
D=\frac{1+a^2b^2-a^2-b^2}{2(1+a^2b^2)}=\frac{(a^2-1)(b^2-1)}{2(1+a^2b^2)} .
\]

With \(\sinh p=(a^2-1)/(2a)\), \(\sinh q=(b^2-1)/(2b)\) and \(\cosh(p+q)=(1+a^2b^2)/(2ab)\), this becomes

\[
D=\frac{\sinh p\,\sinh q}{\cosh(p+q)} .
\]

**The upper bound.** The function \(x\cosh x-\sinh x\) vanishes at \(0\) and has derivative \(x\sinh x\ge0\) for \(x\ge0\), so \(\sinh x\le x\cosh x\) there. \(D\) does not change when \(d\) is replaced by \(-d\), so we may take \(d\ge0\). Then \(p,q\ge0\), which gives \(D\ge0\) and

\[
\sinh p\sinh q\le pq\cosh p\cosh q\le pq\,(\cosh p\cosh q+\sinh p\sinh q)=pq\cosh(p+q).
\]

Dividing by \(\cosh(p+q)\),

\[
0\le D\le pq=\frac{\tau(\beta-\tau)}{4}\,d^2 .
\]

Finally \(\tau(\beta-\tau)=\beta^2/4-(\tau-\beta/2)^2\le\beta^2/4\), which proves the claim.

**A lower bound at the midpoint.** At \(\tau=\beta/2\) we have \(p=q=x\) with \(x=\beta d/4\), and \(\cosh 2x=1+2\sinh^2x\). The function \(s/(1+2s)\) increases for \(s\ge0\), and \(\sinh^2x\ge x^2\), so

\[
D=\frac{\sinh^2x}{1+2\sinh^2x}\ge\frac{x^2}{1+2x^2}=\frac{(\beta d)^2}{16+2(\beta d)^2}.
\]

Dividing by \((\beta d)^2\) and letting \(\beta d\to0\) shows that no constant below \(1/16\) would serve in the upper bound.

**Any even spectrum.** Let \(A\) be positive, of unit weight, symmetric under \(\omega\to-\omega\), and with finite second moment. Symmetry lets us replace \(k(\omega)\) by its even part under the integral, so

\[
G_A(\tau)-G_1(\tau)=\int\Bigl[k(0)-\tfrac12\bigl(k(\omega)+k(-\omega)\bigr)\Bigr]dA(\omega).
\]

The bracket is \(D\) with \(d=\omega\), and therefore lies between \(0\) and \(\tau(\beta-\tau)\omega^2/4\). Integrating,

\[
|G_A(\tau)-G_1(\tau)|\le\frac{\tau(\beta-\tau)}{4}\int\omega^2\,dA(\omega).
\]

## Spectra and Green's functions in Lean

The development uses Mathlib's measure theory and its real exponential and hyperbolic functions.

```lean
import Mathlib

open MeasureTheory

namespace AnalyticContinuationPeaks

noncomputable section
```

The kernel takes \(\beta\), \(\tau\) and \(\omega\) as real arguments. The definition places no restriction on them; the range of \(\tau\) appears as a hypothesis in the theorems that need it.

```lean
/-- The fermionic kernel `exp(-τω) / (1 + exp(-βω))` that links a spectrum to
imaginary-time data. -/
def kernel (β τ ω : ℝ) : ℝ := Real.exp (-(τ * ω)) / (1 + Real.exp (-(β * ω)))
```

The Green's function is an integral against the measure `A`, with the minus sign of the usual fermionic convention.

```lean
/-- The imaginary-time Green's function `G(τ) = -∫ k(ω) dA(ω)` of a spectrum `A`. -/
def greens (β τ : ℝ) (A : Measure ℝ) : ℝ := -∫ ω, kernel β τ ω ∂A
```

The two spectra are built from Dirac measures. Measures take values in the extended nonnegative reals `ENNReal`, which is why the weight one half is written there.

```lean
/-- The spectrum with one sharp peak of unit weight at zero frequency. -/
def onePeak : Measure ℝ := Measure.dirac 0

/-- The spectrum with two sharp peaks of weight one half at the frequencies `d` and `-d`. -/
def twoPeak (d : ℝ) : Measure ℝ :=
  (2⁻¹ : ENNReal) • (Measure.dirac d + Measure.dirac (-d))
```

The first theorem checks that the pair is the spectrum we intended: its total weight is one, and for \(d\ne0\) the point \(\omega=0\) carries none of it.

```lean
/-- For `d ≠ 0` the two-peak spectrum has total weight one and no weight at zero frequency. -/
theorem twoPeak_weight {d : ℝ} (hd : d ≠ 0) :
    twoPeak d Set.univ = 1 ∧ twoPeak d {0} = 0 := by
  constructor
  · simp only [twoPeak, Measure.smul_apply, Measure.add_apply, measure_univ, smul_eq_mul]
    rw [one_add_one_eq_two]
    exact ENNReal.inv_mul_cancel (by norm_num) (by norm_num)
  · simp [twoPeak, hd]
```

## The identity and its bounds

`kernel_splitting` is the exact identity for \(D\), valid for all real \(\beta\), \(\tau\) and \(d\). For \(0\le\tau\le\beta\) its right-hand side is nonnegative, so splitting the peak does not raise the kernel average; outside that range the right-hand side can be negative, and "lowers" in the docstring is then meant with a sign. The proof introduces the same \(a\) and \(b\) as above. The facts `k0`, `k1` and `k2` are the three kernel values, and once the hyperbolic functions are written in \(a\) and \(b\), `field_simp` and `ring` verify the remaining rational identity.

```lean
/-- Splitting a peak at zero frequency into two halves at `d` and `-d` lowers the kernel
average by exactly `sinh(τd/2) sinh((β-τ)d/2) / cosh(βd/2)`. -/
theorem kernel_splitting (β τ d : ℝ) :
    kernel β τ 0 - (kernel β τ d + kernel β τ (-d)) / 2 =
      Real.sinh (τ * d / 2) * Real.sinh ((β - τ) * d / 2) / Real.cosh (β * d / 2) := by
  -- everything is rational in a = exp(τd/2) and b = exp((β-τ)d/2)
  obtain ⟨a, ha⟩ : ∃ a, a = Real.exp (τ * d / 2) := ⟨_, rfl⟩
  obtain ⟨b, hb⟩ : ∃ b, b = Real.exp ((β - τ) * d / 2) := ⟨_, rfl⟩
  have ha0 : 0 < a := ha ▸ Real.exp_pos _
  have hb0 : 0 < b := hb ▸ Real.exp_pos _
  have hab : Real.exp (β * d / 2) = a * b := by
    rw [ha, hb, ← Real.exp_add]; congr 1; ring
  have h1 : Real.exp (τ * d) = a ^ 2 := by
    rw [ha, pow_two, ← Real.exp_add]; congr 1; ring
  have h2 : Real.exp (β * d) = (a * b) ^ 2 := by
    rw [← hab, pow_two, ← Real.exp_add]; congr 1; ring
  have k0 : kernel β τ 0 = 1 / 2 := by norm_num [kernel]
  have k1 : kernel β τ d = b ^ 2 / (1 + (a * b) ^ 2) := by
    rw [kernel, Real.exp_neg, Real.exp_neg, h1, h2,
      div_eq_div_iff (by positivity) (by positivity)]
    field_simp
    ring
  have k2 : kernel β τ (-d) = a ^ 2 / (1 + (a * b) ^ 2) := by
    rw [kernel, mul_neg, mul_neg, neg_neg, neg_neg, h1, h2]
  rw [k0, k1, k2, Real.sinh_eq, Real.sinh_eq, Real.cosh_eq, Real.exp_neg, Real.exp_neg,
    Real.exp_neg, hab, ← ha, ← hb]
  field_simp
  ring
```

The inequality \(\sinh x\le x\cosh x\) is proved by the monotonicity argument: `hd` computes the derivative \(y\sinh y\), `hm` concludes that the difference is monotone on \([0,\infty)\), and comparison with its value at zero finishes the proof.

```lean
/-- For `x ≥ 0` the hyperbolic sine is at most `x cosh x`. -/
theorem sinh_le_mul_cosh {x : ℝ} (hx : 0 ≤ x) : Real.sinh x ≤ x * Real.cosh x := by
  have hd : ∀ y : ℝ, HasDerivAt (fun y => y * Real.cosh y - Real.sinh y)
      (y * Real.sinh y) y := fun y =>
    (((hasDerivAt_id' y).fun_mul (Real.hasDerivAt_cosh y)).fun_sub
      (Real.hasDerivAt_sinh y)).congr_deriv (by ring)
  have hm : MonotoneOn (fun y => y * Real.cosh y - Real.sinh y) (Set.Ici 0) := by
    refine monotoneOn_of_deriv_nonneg (convex_Ici 0)
      (fun y _ => (hd y).continuousAt.continuousWithinAt)
      (fun y _ => (hd y).differentiableAt.differentiableWithinAt) (fun y hy => ?_)
    rw [interior_Ici] at hy
    rw [(hd y).deriv]
    exact mul_nonneg (le_of_lt hy) (Real.sinh_nonneg_iff.2 (le_of_lt hy))
  have h := hm (Set.mem_Ici.2 le_rfl) (Set.mem_Ici.2 hx) hx
  simp only [Real.sinh_zero, zero_mul, sub_zero] at h
  linarith
```

The next theorem gives \(0\le D\le\tau(\beta-\tau)d^2/4\). Its auxiliary statement `key` treats a nonnegative splitting. There `hmul` multiplies the two bounds on \(\sinh p\) and \(\sinh q\), and `hrest` says that the extra term \(pq\sinh p\sinh q\) from the addition theorem is nonnegative. A negative \(d\) is handled by applying `key` to \(-d\), which only exchanges the two peaks.

```lean
/-- For `0 ≤ τ ≤ β` the change of the kernel average on splitting a peak at zero frequency
lies between `0` and `τ(β-τ)d²/4`. -/
theorem kernel_splitting_bounds {β τ : ℝ} (h0 : 0 ≤ τ) (h1 : τ ≤ β) (d : ℝ) :
    0 ≤ kernel β τ 0 - (kernel β τ d + kernel β τ (-d)) / 2 ∧
      kernel β τ 0 - (kernel β τ d + kernel β τ (-d)) / 2 ≤ τ * (β - τ) / 4 * d ^ 2 := by
  have key : ∀ x : ℝ, 0 ≤ x →
      0 ≤ kernel β τ 0 - (kernel β τ x + kernel β τ (-x)) / 2 ∧
      kernel β τ 0 - (kernel β τ x + kernel β τ (-x)) / 2 ≤ τ * (β - τ) / 4 * x ^ 2 := by
    intro x hx
    have hp : 0 ≤ τ * x / 2 := by positivity
    have hq : 0 ≤ (β - τ) * x / 2 := by
      have := mul_nonneg (sub_nonneg.2 h1) hx
      linarith
    have hsp := Real.sinh_nonneg_iff.2 hp
    have hsq := Real.sinh_nonneg_iff.2 hq
    rw [kernel_splitting]
    refine ⟨div_nonneg (mul_nonneg hsp hsq) (Real.cosh_pos _).le, ?_⟩
    rw [div_le_iff₀ (Real.cosh_pos _),
      show β * x / 2 = τ * x / 2 + (β - τ) * x / 2 by ring, Real.cosh_add]
    -- bound each sinh by x cosh x, then drop a positive term of the addition theorem
    have hmul := mul_le_mul (sinh_le_mul_cosh hp) (sinh_le_mul_cosh hq) hsq
      (mul_nonneg hp (Real.cosh_pos _).le)
    have hrest := mul_nonneg (mul_nonneg hp hq) (mul_nonneg hsp hsq)
    linarith
  rcases le_total 0 d with hd | hd
  · exact key d hd
  · have h := key (-d) (by linarith)
    rwa [neg_neg, neg_sq, add_comm (kernel β τ (-d)) (kernel β τ d)] at h
```

## From the kernel to the two data sets

So far the bounds concern kernel values. `greens_sub` connects them to the Green's functions by evaluating the integrals against Dirac measures. The minus sign in `greens` fixes the order of subtraction: two peaks minus one peak gives \(+D\).

```lean
/-- The Green's functions of the two-peak and one-peak spectra differ by the change of the
kernel average on splitting the peak. -/
theorem greens_sub (β τ d : ℝ) : greens β τ (twoPeak d) - greens β τ onePeak =
    kernel β τ 0 - (kernel β τ d + kernel β τ (-d)) / 2 := by
  have hi : ∀ a : ℝ, Integrable (kernel β τ) (Measure.dirac a) :=
    fun a => integrable_dirac (by simp)
  rw [greens, greens, twoPeak, onePeak, integral_smul_measure,
    integral_add_measure (hi d) (hi (-d)), integral_dirac, integral_dirac, integral_dirac,
    ENNReal.toReal_inv, ENNReal.toReal_ofNat, smul_eq_mul]
  ring
```

The main theorem reads: if \(0\le\tau\le\beta\), then for every real \(d\) the Green's functions of `onePeak` and `twoPeak d` at \(\tau\) differ in absolute value by at most \((\beta d)^2/16\). The hypotheses `h0` and `h1` are the physical range of imaginary time. They imply \(\beta\ge0\), and the case \(\beta=0\) is included, with both sides equal to zero. At \(d=0\) the two spectra coincide and both sides again vanish.

The sign of \(D\) removes the absolute value, and the square supplied to `nlinarith` is the one that expresses \(\tau(\beta-\tau)\le\beta^2/4\).

```lean
/-- For `0 ≤ τ ≤ β` the imaginary-time data of one peak at zero frequency and of two half
peaks at `d` and `-d` differ by at most `(βd)²/16`. -/
theorem one_peak_two_peak_close {β τ : ℝ} (h0 : 0 ≤ τ) (h1 : τ ≤ β) (d : ℝ) :
    |greens β τ onePeak - greens β τ (twoPeak d)| ≤ (β * d) ^ 2 / 16 := by
  obtain ⟨hl, hu⟩ := kernel_splitting_bounds h0 h1 d
  rw [abs_sub_comm, greens_sub, abs_of_nonneg hl]
  -- τ(β-τ) is largest at the midpoint τ = β/2
  nlinarith [sq_nonneg ((β - 2 * τ) * d)]
```

The bound is uniform in \(\tau\) and informative when \(\beta d\) is small. It concerns exact values of \(G\) for prescribed spectra. No Hamiltonian, noise model or continuation algorithm enters, and the splitting of a peak centred away from zero frequency is not treated.

## The midpoint and general even spectra

The lower bound at \(\tau=\beta/2\) holds for all real \(\beta\) and \(d\). The proof sets \(x=\beta d/4\), obtains \(x^2\le\sinh^2x\) in `hs` from the comparison of \(x\) with \(\sinh x\) on each side of zero, and rewrites \(\cosh2x\) through \(\sinh^2x\). Clearing the positive denominators leaves a polynomial inequality that follows from `hs`.

```lean
/-- At the midpoint `τ = β/2` the two data sets differ by at least
`(βd)² / (16 + 2(βd)²)`. -/
theorem midpoint_lower_bound (β d : ℝ) :
    (β * d) ^ 2 / (16 + 2 * (β * d) ^ 2) ≤
      greens β (β / 2) (twoPeak d) - greens β (β / 2) onePeak := by
  obtain ⟨x, hx⟩ : ∃ x, x = β * d / 4 := ⟨_, rfl⟩
  have hs : x ^ 2 ≤ Real.sinh x ^ 2 := by
    rcases le_total 0 x with h | h
    · have := Real.self_le_sinh_iff.2 h
      nlinarith
    · have := Real.sinh_le_self_iff.2 h
      nlinarith
  rw [greens_sub, kernel_splitting, show β / 2 * d / 2 = x by rw [hx]; ring,
    show (β - β / 2) * d / 2 = x by rw [hx]; ring,
    show β * d / 2 = 2 * x by rw [hx]; ring, show β * d = 4 * x by rw [hx]; ring,
    Real.cosh_two_mul, Real.cosh_sq, div_le_div_iff₀ (by positivity) (by positivity)]
  nlinarith
```

The last theorem replaces the pair by a general measure `A`. Unit weight is expressed by `IsProbabilityMeasure A`, evenness by `A.IsNegInvariant`, and the finite second moment by `hA`. This last hypothesis has real content: Lean assigns the value zero to the integral of a non-integrable function, so without it the right-hand side could lose its meaning as a moment. A Lorentzian line, for example, has no finite second moment and is excluded.

The proof first shows that the kernel is continuous and at most one for \(0\le\tau\le\beta\), hence integrable (`hk`). The equation `e` is the symmetrised integral from the derivation, with `integral_neg_eq_self` supplying the use of evenness. Nonnegativity of the integrand removes the absolute value, and `integral_mono` integrates the pointwise upper bound.

```lean
/-- For `0 ≤ τ ≤ β`, the data of any even spectrum of unit weight with finite second moment
differ from those of one peak at zero by at most `τ(β-τ)/4` times that moment. -/
theorem even_spectrum_close {β τ : ℝ} (h0 : 0 ≤ τ) (h1 : τ ≤ β) (A : Measure ℝ)
    [IsProbabilityMeasure A] [A.IsNegInvariant] (hA : Integrable (fun ω => ω ^ 2) A) :
    |greens β τ A - greens β τ onePeak| ≤ τ * (β - τ) / 4 * ∫ ω, ω ^ 2 ∂A := by
  have hc : Continuous (kernel β τ) := by
    unfold kernel
    exact Continuous.div (by fun_prop) (by fun_prop) (fun ω => by positivity)
  -- the kernel is bounded by one, hence integrable
  have hk : Integrable (kernel β τ) A := by
    refine Integrable.of_bound hc.aestronglyMeasurable 1 (Filter.Eventually.of_forall ?_)
    intro ω
    have hpos : 0 ≤ kernel β τ ω := by unfold kernel; positivity
    rw [Real.norm_of_nonneg hpos, kernel, div_le_one (by positivity)]
    rcases le_total 0 ω with h | h
    · have : Real.exp (-(τ * ω)) ≤ 1 := Real.exp_le_one_iff.2 (by nlinarith)
      linarith [Real.exp_pos (-(β * ω))]
    · have : Real.exp (-(τ * ω)) ≤ Real.exp (-(β * ω)) := Real.exp_le_exp.2 (by nlinarith)
      linarith
  have hk' : Integrable (fun ω => kernel β τ (-ω)) A := hk.comp_neg
  have hs : Integrable (fun ω => (kernel β τ ω + kernel β τ (-ω)) / 2) A :=
    (hk.add hk').div_const 2
  -- evenness of the spectrum symmetrises the kernel
  have e : greens β τ A - greens β τ onePeak =
      ∫ ω, (kernel β τ 0 - (kernel β τ ω + kernel β τ (-ω)) / 2) ∂A := by
    rw [integral_sub (integrable_const _) hs, integral_div, integral_add hk hk',
      integral_neg_eq_self (kernel β τ) A, integral_const, probReal_univ, one_smul,
      greens, greens, onePeak, integral_dirac]
    ring
  rw [e, abs_of_nonneg (integral_nonneg fun ω => (kernel_splitting_bounds h0 h1 ω).1),
    ← integral_const_mul]
  exact integral_mono ((integrable_const _).sub hs) (hA.const_mul _)
    (fun ω => (kernel_splitting_bounds h0 h1 ω).2)

end

end AnalyticContinuationPeaks
```

```lean
#print axioms AnalyticContinuationPeaks.twoPeak_weight
#print axioms AnalyticContinuationPeaks.one_peak_two_peak_close
#print axioms AnalyticContinuationPeaks.midpoint_lower_bound
#print axioms AnalyticContinuationPeaks.even_spectrum_close
```

```
'AnalyticContinuationPeaks.twoPeak_weight' depends on axioms: [propext, Classical.choice, Quot.sound]
'AnalyticContinuationPeaks.one_peak_two_peak_close' depends on axioms: [propext, Classical.choice, Quot.sound]
'AnalyticContinuationPeaks.midpoint_lower_bound' depends on axioms: [propext, Classical.choice, Quot.sound]
'AnalyticContinuationPeaks.even_spectrum_close' depends on axioms: [propext, Classical.choice, Quot.sound]
```
